# The eigenvalue equation for two-magnon Bethe vectors on a spin-1/2 Heisenberg ring

On a ring of $N\ge2$ spins 1/2, let $x,y$ be nonzero complex numbers and let $A,B$ satisfy

$$Ay^N=B,\qquad Bx^N=A,\qquad A(2y-1-xy)+B(2x-1-xy)=0.$$

The vector $u$ with two down spins at $m<n$ and amplitude $f(m,n)=Ax^my^n+By^mx^n$, $1\le m<n\le N$, then obeys

$$Hu=\left(2-\tfrac12(x+x^{-1}+y+y^{-1})\right)u,\qquad H=\sum_{n=1}^{N}\left(\tfrac14-\mathbf S_n\cdot\mathbf S_{n+1}\right),\quad \mathbf S_{N+1}=\mathbf S_1.$$

If $u\ne0$ and $x=e^{ik_1}$, $y=e^{ik_2}$ with real $k_1,k_2$, the energy is a sum of two one-magnon terms, $(1-\cos k_1)+(1-\cos k_2)$, but the interaction can shift the wave numbers away from the free-magnon values $2\pi j/N$, $j$ an integer. The first two conditions express periodicity; the third, the contact condition, accounts for the magnons meeting on neighbouring sites.

```lean
import Mathlib

open Complex

namespace BetheTwoMagnonRing

noncomputable section
```

## Spins and Hamiltonian

A state assigns a complex amplitude to each configuration, with `true` for a down spin. Sites are residues modulo $N$.

```lean
/-- States of `N` spins 1/2 on a ring: a complex amplitude for each configuration,
where `true` marks a down spin. -/
abbrev State (N : ℕ) := (ZMod N → Bool) → ℂ
```

The spin components act by the usual matrices, with $\hbar=1$. Both $S^x$ and $S^y$ reverse a spin.

```lean
variable {N : ℕ}

/-- The configuration with the spin at site `j` reversed. -/
def flipSpin (j : ZMod N) (σ : ZMod N → Bool) : ZMod N → Bool :=
  Function.update σ j (!σ j)

/-- The spin component `Sx` at site `j`. -/
def spinX (j : ZMod N) (ψ : State N) : State N := fun σ => 1 / 2 * ψ (flipSpin j σ)

/-- The spin component `Sy` at site `j`. -/
def spinY (j : ZMod N) (ψ : State N) : State N :=
  fun σ => (if σ j = true then I / 2 else -I / 2) * ψ (flipSpin j σ)

/-- The spin component `Sz` at site `j`. -/
def spinZ (j : ZMod N) (ψ : State N) : State N :=
  fun σ => (if σ j = true then -1 / 2 else 1 / 2) * ψ σ

/-- The scalar product `Si . Sj` of two spins. -/
def spinDot (i j : ZMod N) (ψ : State N) : State N := fun σ =>
  spinX i (spinX j ψ) σ + spinY i (spinY j ψ) σ + spinZ i (spinZ j ψ) σ
```

The exchange constant is 1 and the coupling ferromagnetic. At $N=2$ the sum counts the single pair twice. That a real magnetic ring has only this isotropic nearest-neighbour coupling is a physical assumption.

```lean
/-- The Heisenberg Hamiltonian `H = sum (1/4 - Sn . Sn+1)` on the ring. -/
def heisenberg [NeZero N] (ψ : State N) : State N :=
  fun σ => ∑ j : ZMod N, (1 / 4 * ψ σ - spinDot j (j + 1) ψ σ)
```

## The two-magnon vector

The residue $k$ carries the label $k+1$. The vector is unnormalised and may vanish, for instance when $x=y$ and $B=-A$.

```lean
/-- The configuration whose down spins sit at `a` and `b`. -/
def twoDown (a b : ZMod N) : ZMod N → Bool := fun k => decide (k = a ∨ k = b)

/-- The Bethe amplitude `A x^m y^n + B y^m x^n`. -/
def bethe (A B x y : ℂ) (m n : ℕ) : ℂ := A * x ^ m * y ^ n + B * y ^ m * x ^ n

/-- The two-down-spin Bethe vector; the site with residue `k` carries the label `k + 1`,
so that labels run from 1 to `N`. -/
def betheVector [NeZero N] (A B x y : ℂ) : State N := fun σ =>
  ∑ m : ZMod N, ∑ n : ZMod N,
    if m.val < n.val ∧ σ = twoDown m n then bethe A B x y (m.val + 1) (n.val + 1) else 0
```

Ordering the labels extends $f$ to a symmetric function $F(a,b)$ of two sites. Its values at $a=b$ are auxiliary and describe no spin state.

```lean
/-- The Bethe amplitude for two sites in either order, coinciding sites included. -/
def ringAmplitude (A B x y : ℂ) (a b : ZMod N) : ℂ :=
  bethe A B x y (min a.val b.val + 1) (max a.val b.val + 1)
```

## Exchange on one bond

For parallel spins, $\tfrac14-\mathbf S_i\cdot\mathbf S_j$ gives zero. For antiparallel spins it gives half the amplitude minus half the exchanged one. Both cases read $\tfrac12(1-P_{ij})$, where $P_{ij}$ exchanges the spins; the proof splits accordingly.

```lean
/-- For two different sites, `1/4 - Si . Sj` is half the difference between the identity
and the exchange of the two spins. -/
theorem exchange_eq_swap {i j : ZMod N} (hij : i ≠ j) (ψ : State N) (σ : ZMod N → Bool) :
    1 / 4 * ψ σ - spinDot i j ψ σ = 1 / 2 * (ψ σ - ψ (σ ∘ Equiv.swap i j)) := by
  have hfl : flipSpin i σ j = σ j := Function.update_of_ne hij.symm _ _
  by_cases h : σ i = σ j
  · -- parallel spins: the exchange does nothing
    have hs : σ ∘ Equiv.swap i j = σ := by
      funext k
      rw [Function.comp_apply, Equiv.swap_apply_def]
      split_ifs with h1 h2
      · rw [h1, h]
      · rw [h2, h]
      · rfl
    rw [hs]
    simp only [spinDot, spinX, spinY, spinZ, hfl, h]
    split_ifs <;>
      linear_combination (-(1 / 4) * ψ (flipSpin j (flipSpin i σ))) * I_sq
  · -- antiparallel spins: the exchange reverses both
    have h' : σ i = !σ j := by
      cases hi : σ i <;> cases hj : σ j <;> simp_all
    have hd : σ ∘ Equiv.swap i j = flipSpin j (flipSpin i σ) := by
      funext k
      simp only [flipSpin, Function.comp_apply, Equiv.swap_apply_def, Function.update_apply]
      by_cases hi : k = i
      · simp [hi, hij, h']
      · by_cases hj : k = j
        · simp [hj, hij.symm, h']
        · simp [hi, hj]
    rw [hd]
    simp only [spinDot, spinX, spinY, spinZ, hfl, h']
    cases σ j <;> simp only [Bool.not_false, Bool.not_true, Bool.false_eq_true, ↓reduceIte] <;>
      linear_combination (1 / 4 * ψ (flipSpin j (flipSpin i σ))) * I_sq
```

## Closing the ring

Periodicity gives

$$f(n,m+N)=Ax^ny^my^N+By^nx^mx^N=Bx^ny^m+Ay^nx^m=f(m,n).$$

```lean
/-- Under the Bethe equations `A y^N = B` and `B x^N = A`, carrying the first down spin once
around the ring reproduces the amplitude. -/
theorem bethe_periodic {A B x y : ℂ} (h1 : A * y ^ N = B) (h2 : B * x ^ N = A) (m n : ℕ) :
    bethe A B x y n (m + N) = bethe A B x y m n := by
  simp only [bethe, pow_add]
  linear_combination x ^ n * y ^ m * h1 + y ^ n * x ^ m * h2
```

The next two lemmas handle the order of the labels and the step from $N$ back to 1.

```lean
/-- For sites in increasing order the ring amplitude is the Bethe amplitude of their labels,
whichever site is named first. -/
theorem ringAmplitude_of_le (A B x y : ℂ) (a b : ZMod N) (h : a.val ≤ b.val) :
    ringAmplitude A B x y a b = bethe A B x y (a.val + 1) (b.val + 1) ∧
    ringAmplitude A B x y b a = bethe A B x y (a.val + 1) (b.val + 1) := by
  constructor
  · rw [ringAmplitude, min_eq_left h, max_eq_right h]
  · rw [ringAmplitude, min_eq_right h, max_eq_left h]

variable [NeZero N]

/-- A step to the next site raises the residue by one, or closes the ring. -/
theorem val_succ (a : ZMod N) :
    (a.val + 1 < N ∧ (a + 1).val = a.val + 1) ∨ (a.val + 1 = N ∧ (a + 1).val = 0) := by
  have h : (a + 1).val = (a.val + 1) % N := by
    rw [ZMod.val_add, ZMod.val_one_eq_one_mod, Nat.add_mod_mod]
  have hlt := ZMod.val_lt a
  rcases Nat.lt_or_ge (a.val + 1) N with h1 | h1
  · exact Or.inl ⟨h1, by rw [h, Nat.mod_eq_of_lt h1]⟩
  · have e : a.val + 1 = N := by omega
    exact Or.inr ⟨e, by rw [h, e, Nat.mod_self]⟩
```

## The contact relation

Direct substitution gives

$$f(p,p)+f(p+1,p+1)-2f(p,p+1)=-(xy)^p\left[A(2y-1-xy)+B(2x-1-xy)\right]=0.$$

On the closing bond, take $p=N$ and use $f(N+1,N+1)=f(1,1)$ and $f(N,N+1)=f(1,N)$. Thus $F(a,a)+F(a+1,a+1)=2F(a,a+1)$ everywhere.

```lean
/-- Under the Bethe equations and the contact condition, the amplitude on each bond is the
mean of the two amplitudes with coinciding positions at its ends. -/
theorem ring_contact {A B x y : ℂ} (h1 : A * y ^ N = B) (h2 : B * x ^ N = A)
    (h3 : A * (2 * y - 1 - x * y) + B * (2 * x - 1 - x * y) = 0) (a : ZMod N) :
    ringAmplitude A B x y a a + ringAmplitude A B x y (a + 1) (a + 1)
      = 2 * ringAmplitude A B x y a (a + 1) := by
  have c : ∀ p : ℕ, bethe A B x y p p + bethe A B x y (p + 1) (p + 1)
      = 2 * bethe A B x y p (p + 1) := by
    intro p
    simp only [bethe]
    linear_combination (-(x ^ p * y ^ p)) * h3
  rw [(ringAmplitude_of_le A B x y a a le_rfl).1,
    (ringAmplitude_of_le A B x y (a + 1) (a + 1) le_rfl).1]
  rcases val_succ a with ⟨_, h'⟩ | ⟨h, h'⟩
  · rw [(ringAmplitude_of_le A B x y a (a + 1) (by omega)).1, h']
    exact c _
  · -- the bond that closes the ring
    rw [(ringAmplitude_of_le A B x y (a + 1) a (by omega)).2, h', h]
    have p1 := bethe_periodic h1 h2 1 (N + 1)
    have p2 := bethe_periodic h1 h2 1 1
    have p3 := bethe_periodic h1 h2 1 N
    rw [add_comm 1 N] at p1 p2 p3
    simp only [zero_add]
    linear_combination c N - p1 - p2 + 2 * p3
```

## Free hopping

Shifting a label by $\pm1$ multiplies each plane wave by $x^{\pm1}$ or $y^{\pm1}$, so

$$f(m+1,n)+f(m-1,n)+f(m,n+1)+f(m,n-1)=(x+x^{-1}+y+y^{-1})f(m,n).$$

At the ends, $f(0,n)=f(n,N)$ and $f(m,N+1)=f(1,m)$ return the labels to the ring.

```lean
/-- For nonzero `x`, `y` obeying the Bethe equations, the amplitudes reached by the four hops of two
down spins on different sites add up to `x + 1/x + y + 1/y` times the original amplitude. -/
theorem ring_free {A B x y : ℂ} (hx : x ≠ 0) (hy : y ≠ 0) (h1 : A * y ^ N = B)
    (h2 : B * x ^ N = A) {a b : ZMod N} (hab : a ≠ b) :
    ringAmplitude A B x y (a + 1) b + ringAmplitude A B x y (a - 1) b
      + ringAmplitude A B x y a (b + 1) + ringAmplitude A B x y a (b - 1)
      = (x + x⁻¹ + y + y⁻¹) * ringAmplitude A B x y a b := by
  have hs : ∀ c d : ZMod N, ringAmplitude A B x y c d = ringAmplitude A B x y d c := by
    intro c d
    unfold ringAmplitude
    rw [min_comm, max_comm]
  have main : ∀ a b : ZMod N, a.val < b.val →
      ringAmplitude A B x y (a + 1) b + ringAmplitude A B x y (a - 1) b
        + ringAmplitude A B x y a (b + 1) + ringAmplitude A B x y a (b - 1)
        = (x + x⁻¹ + y + y⁻¹) * ringAmplitude A B x y a b := by
    intro a b h
    have hb := ZMod.val_lt b
    have e1 : ringAmplitude A B x y (a + 1) b
        = bethe A B x y (a.val + 1 + 1) (b.val + 1) := by
      rcases val_succ a with ⟨_, k⟩ | ⟨k, _⟩
      · rw [(ringAmplitude_of_le A B x y (a + 1) b (by omega)).1, k]
      · omega
    have e2 : ringAmplitude A B x y a (b - 1) = bethe A B x y (a.val + 1) b.val := by
      have v := val_succ (b - 1)
      rw [sub_add_cancel] at v
      rcases v with ⟨_, k⟩ | ⟨_, k⟩
      · rw [(ringAmplitude_of_le A B x y a (b - 1) (by omega)).1, k]
      · omega
    have e3 : ringAmplitude A B x y (a - 1) b = bethe A B x y a.val (b.val + 1) := by
      have v := val_succ (a - 1)
      rw [sub_add_cancel] at v
      rcases v with ⟨_, k⟩ | ⟨l, k⟩
      · rw [(ringAmplitude_of_le A B x y (a - 1) b (by omega)).1, k]
      · rw [(ringAmplitude_of_le A B x y b (a - 1) (by omega)).2, l, k]
        simpa using bethe_periodic h1 h2 0 (b.val + 1)
    have e4 : ringAmplitude A B x y a (b + 1)
        = bethe A B x y (a.val + 1) (b.val + 1 + 1) := by
      rcases val_succ b with ⟨_, k⟩ | ⟨l, k⟩
      · rw [(ringAmplitude_of_le A B x y a (b + 1) (by omega)).1, k]
      · rw [(ringAmplitude_of_le A B x y (b + 1) a (by omega)).2, k, l, add_comm N 1]
        exact (bethe_periodic h1 h2 1 (a.val + 1)).symm
    rw [e1, e2, e3, e4, (ringAmplitude_of_le A B x y a b h.le).1]
    have ix := mul_inv_cancel₀ hx
    have iy := mul_inv_cancel₀ hy
    generalize x⁻¹ = u at ix ⊢
    generalize y⁻¹ = v at iy ⊢
    simp only [bethe]
    linear_combination
      (-(A * x ^ a.val * y ^ b.val + B * y ^ a.val * x ^ b.val)) * (y * ix + x * iy)
  rcases lt_or_gt_of_ne (fun h => hab (ZMod.val_injective N h)) with h | h
  · exact main a b h
  · rw [hs (a + 1) b, hs (a - 1) b, hs a (b + 1), hs a (b - 1), hs a b]
    linear_combination main b a h
```

A bond touching one down spin contributes $F$ minus its hopped value. A bond joining both contributes zero, as does its free-hopping expression $2F(a,a+1)-F(a,a)-F(a+1,a+1)$. Hence

$$\sum_j(1-P_{j,j+1})F=4F-\sum_{\text{four hops}}F.$$

The Lean proof checks this bond by bond, then sums.

```lean
/-- On a ring where no site is its own neighbour, let a symmetric amplitude obey the contact
relation. For two different sites, the sum over bonds of the amplitude minus its exchanged value is
four times the amplitude minus the sum of its four hopped values. -/
theorem swap_sum (hne : ∀ j : ZMod N, j ≠ j + 1) (G : ZMod N → ZMod N → ℂ)
    (hs : ∀ a b, G a b = G b a)
    (hc : ∀ a, G a a + G (a + 1) (a + 1) = 2 * G a (a + 1)) {a b : ZMod N} (hab : a ≠ b) :
    ∑ j : ZMod N, (G a b - G (Equiv.swap j (j + 1) a) (Equiv.swap j (j + 1) b))
      = 4 * G a b - (G (a + 1) b + G (a - 1) b + G a (b + 1) + G a (b - 1)) := by
  -- each bond contributes the hops that start at its ends
  have key : ∀ j : ZMod N,
      G a b - G (Equiv.swap j (j + 1) a) (Equiv.swap j (j + 1) b)
        = (if a = j then G a b - G (a + 1) b else 0)
        + (if a = j + 1 then G a b - G (a - 1) b else 0)
        + (if b = j then G a b - G a (b + 1) else 0)
        + (if b = j + 1 then G a b - G a (b - 1) else 0) := by
    intro j
    have n1 := hne j
    have n2 := (hne j).symm
    by_cases p1 : a = j
    · have p3 : b ≠ j := fun h => hab (p1.trans h.symm)
      by_cases p4 : b = j + 1
      · simp only [Equiv.swap_apply_def, p1, p4, n1, n2, ↓reduceIte, add_sub_cancel_right,
          add_zero]
        linear_combination hc j + hs j (j + 1)
      · simp only [Equiv.swap_apply_def, p1, p3, p4, n1, ↓reduceIte, add_zero]
    · by_cases p3 : b = j
      · by_cases p2 : a = j + 1
        · simp only [Equiv.swap_apply_def, p2, p3, n1, n2, ↓reduceIte, add_sub_cancel_right,
            add_zero, zero_add]
          linear_combination hc j + hs j (j + 1)
        · simp only [Equiv.swap_apply_def, p1, p2, p3, n1, ↓reduceIte, add_zero, zero_add]
      · by_cases p2 : a = j + 1
        · have p4 : b ≠ j + 1 := fun h => hab (p2.trans h.symm)
          simp only [Equiv.swap_apply_def, p2, p3, p4, n2, ↓reduceIte, add_sub_cancel_right,
            add_zero, zero_add]
        · by_cases p4 : b = j + 1
          · simp only [Equiv.swap_apply_def, p1, p2, p4, n2, ↓reduceIte,
              add_sub_cancel_right, add_zero, zero_add]
          · simp only [Equiv.swap_apply_def, p1, p2, p3, p4, ↓reduceIte, sub_self, add_zero]
  rw [Finset.sum_congr rfl fun j _ => key j]
  simp only [Finset.sum_add_distrib, ← sub_eq_iff_eq_add, Finset.sum_ite_eq,
    Finset.mem_univ, if_true]
  ring
```

## The eigenvalue equation

For distinct sites, exactly one term of the double sum defining $u$ survives, and it equals $F(a,b)$.

```lean
/-- The component of the Bethe vector with down spins at two different sites is the ring
amplitude of these sites. -/
theorem betheVector_twoDown (A B x y : ℂ) {a b : ZMod N} (hab : a ≠ b) :
    betheVector A B x y (twoDown a b) = ringAmplitude A B x y a b := by
  have main : ∀ a b : ZMod N, a.val < b.val →
      betheVector A B x y (twoDown a b) = bethe A B x y (a.val + 1) (b.val + 1) := by
    intro a b h
    have key : ∀ m n : ZMod N, m.val < n.val ∧ twoDown a b = twoDown m n → m = a ∧ n = b := by
      rintro m n ⟨k, e⟩
      have hm := congrFun e m
      have hn := congrFun e n
      simp [twoDown] at hm hn
      rcases hm with hm | hm <;> rcases hn with hn | hn
      · rw [hm, hn] at k; omega
      · exact ⟨hm, hn⟩
      · rw [hm, hn] at k; omega
      · rw [hm, hn] at k; omega
    simp only [betheVector]
    refine (Finset.sum_eq_single a ?_ ?_).trans ((Finset.sum_eq_single b ?_ ?_).trans ?_)
    · exact fun m _ hm => Finset.sum_eq_zero fun n _ => if_neg fun q => hm (key m n q).1
    · exact fun q => absurd (Finset.mem_univ _) q
    · exact fun n _ hn => if_neg fun q => hn (key a n q).2
    · exact fun q => absurd (Finset.mem_univ _) q
    · exact if_pos ⟨h, rfl⟩
  rcases lt_or_gt_of_ne (fun h => hab (ZMod.val_injective N h)) with h | h
  · rw [main a b h, (ringAmplitude_of_le A B x y a b h.le).1]
  · have e : twoDown a b = twoDown b a := by
      funext k
      simp only [twoDown, decide_eq_decide]
      exact or_comm
    rw [e, main b a h, (ringAmplitude_of_le A B x y b a h.le).2]
```

Half the bond sum is therefore $2F-\tfrac12(x+x^{-1}+y+y^{-1})F$, the stated result. Exchange preserves the number of down spins, so both sides vanish on all other configurations.

```lean
/-- On a ring of at least two spins 1/2, for nonzero `x`, `y` obeying the Bethe equations and
the contact condition, the Bethe vector satisfies `Hu = (2 - (x + 1/x + y + 1/y)/2) u`. -/
theorem heisenberg_betheVector (hN : 2 ≤ N) {A B x y : ℂ} (hx : x ≠ 0) (hy : y ≠ 0)
    (h1 : A * y ^ N = B) (h2 : B * x ^ N = A)
    (h3 : A * (2 * y - 1 - x * y) + B * (2 * x - 1 - x * y) = 0) :
    heisenberg (betheVector A B x y : State N)
      = (2 - (x + x⁻¹ + y + y⁻¹) / 2) • (betheVector A B x y : State N) := by
  have hne : ∀ j : ZMod N, j ≠ j + 1 := by
    intro j h
    have e := congrArg ZMod.val h
    have v := val_succ j
    omega
  have hswap : ∀ i j a b : ZMod N, twoDown a b ∘ Equiv.swap i j
      = twoDown (Equiv.swap i j a) (Equiv.swap i j b) := by
    intro i j a b
    funext k
    simp only [twoDown, Function.comp_apply, Equiv.swap_apply_eq_iff]
  funext σ
  have hH : heisenberg (betheVector A B x y) σ = ∑ j : ZMod N, 1 / 2 *
      (betheVector A B x y σ - betheVector A B x y (σ ∘ Equiv.swap j (j + 1))) :=
    Finset.sum_congr rfl fun j _ => exchange_eq_swap (hne j) _ σ
  rw [hH, Pi.smul_apply, smul_eq_mul]
  by_cases h : ∃ a b : ZMod N, a ≠ b ∧ σ = twoDown a b
  · obtain ⟨a, b, hab, e⟩ := h
    have each : ∀ j : ZMod N,
        betheVector A B x y σ - betheVector A B x y (σ ∘ Equiv.swap j (j + 1))
        = ringAmplitude A B x y a b - ringAmplitude A B x y
          (Equiv.swap j (j + 1) a) (Equiv.swap j (j + 1) b) := by
      intro j
      rw [e, hswap, betheVector_twoDown A B x y hab, betheVector_twoDown A B x y
        (fun q => hab ((Equiv.swap j (j + 1)).injective q))]
    have hs : ∀ c d : ZMod N, ringAmplitude A B x y c d = ringAmplitude A B x y d c := by
      intro c d
      unfold ringAmplitude
      rw [min_comm, max_comm]
    rw [Finset.sum_congr rfl fun j _ => congrArg (fun z => 1 / 2 * z) (each j),
      ← Finset.mul_sum, swap_sum hne _ hs (ring_contact h1 h2 h3) hab,
      ring_free hx hy h1 h2 hab, e, betheVector_twoDown A B x y hab]
    ring
  · -- away from the two-down-spin sector both sides vanish
    have hzero : ∀ τ : ZMod N → Bool, (¬∃ a b : ZMod N, a ≠ b ∧ τ = twoDown a b) →
        betheVector A B x y τ = 0 := by
      intro τ hτ
      simp only [betheVector]
      refine Finset.sum_eq_zero fun m _ => Finset.sum_eq_zero fun n _ => if_neg fun q => ?_
      exact hτ ⟨m, n, fun e => absurd (congrArg ZMod.val e) (ne_of_lt q.1), q.2⟩
    have hz : ∀ j : ZMod N, betheVector A B x y (σ ∘ Equiv.swap j (j + 1)) = 0 := by
      intro j
      apply hzero
      rintro ⟨a, b, hab, e⟩
      refine h ⟨Equiv.swap j (j + 1) a, Equiv.swap j (j + 1) b,
        fun q => hab ((Equiv.swap j (j + 1)).injective q), ?_⟩
      rw [← hswap j (j + 1) a b, ← e]
      funext k
      simp
    simp only [hzero σ h, hz, sub_self, mul_zero, Finset.sum_const_zero]
```

## Opposite momenta

Put $x=y^{-1}$, $A=1$, $B=y$ and $y^{N-1}=1$. Then $y^N=y$ gives periodicity, and the contact condition becomes $(2y-2)+y(2y^{-1}-2)=0$. The energy is $2-(y+y^{-1})$. Since $f(1,2)=y+1$, the vector is nonzero for $y\ne-1$.

These levels can be compared with exact diagonalisation of finite isotropic rings in the two-down-spin sector; they are one family, with no claim to exhaust that sector. The choices $y$ and $y^{-1}$ give the same vector up to a factor, so they count as one state.

```lean
/-- On a ring of at least two spins 1/2, each `y` with `y^(N-1) = 1` and `y ≠ -1` gives, with
`x = 1/y`, `A = 1` and `B = y`, a nonzero Bethe eigenvector of energy `2 - (y + 1/y)`. -/
theorem opposite_momenta (hN : 2 ≤ N) {y : ℂ} (h : y ^ (N - 1) = 1) (hy1 : y ≠ -1) :
    heisenberg (betheVector 1 y y⁻¹ y : State N)
      = (2 - (y + y⁻¹)) • (betheVector 1 y y⁻¹ y : State N) ∧
    (betheVector 1 y y⁻¹ y : State N) ≠ 0 := by
  have hy : y ≠ 0 := by
    intro h0
    rw [h0, zero_pow (by omega)] at h
    exact zero_ne_one h
  have hyN : y ^ N = y := by
    have e := pow_succ y (N - 1)
    rw [Nat.sub_add_cancel (by omega), h, one_mul] at e
    exact e
  have hi : y⁻¹ * y = 1 := inv_mul_cancel₀ hy
  constructor
  · have e := heisenberg_betheVector hN (A := 1) (B := y) (inv_ne_zero hy) hy
      (by rw [one_mul, hyN]) (by rw [inv_pow, hyN, mul_inv_cancel₀ hy])
      (by rw [hi]; linear_combination 2 * hi)
    have energy : 2 - (y⁻¹ + y⁻¹⁻¹ + y + y⁻¹) / 2 = 2 - (y + y⁻¹) := by
      rw [inv_inv]
      ring
    rw [energy] at e
    exact e
  · -- the amplitude on the first two sites is y + 1
    intro h0
    have v : (1 : ZMod N).val = 1 := by
      have w := val_succ (0 : ZMod N)
      rw [zero_add, ZMod.val_zero] at w
      omega
    have h01 : (0 : ZMod N) ≠ 1 := by
      intro q
      have w := congrArg ZMod.val q
      rw [v, ZMod.val_zero] at w
      omega
    have e : betheVector 1 y y⁻¹ y (twoDown (0 : ZMod N) 1) = 0 := congrFun h0 _
    rw [betheVector_twoDown 1 y y⁻¹ y h01, (ringAmplitude_of_le 1 y y⁻¹ y (0 : ZMod N) 1
      (by rw [ZMod.val_zero]; omega)).1, ZMod.val_zero, v] at e
    simp only [bethe] at e
    generalize y⁻¹ = u at e hi
    apply hy1
    linear_combination e - (y + u * y + 1) * hi

end

end BetheTwoMagnonRing
```

```lean
#print axioms BetheTwoMagnonRing.heisenberg_betheVector
#print axioms BetheTwoMagnonRing.opposite_momenta
```

```
'BetheTwoMagnonRing.heisenberg_betheVector' depends on axioms: [propext, Classical.choice, Quot.sound]
'BetheTwoMagnonRing.opposite_momenta' depends on axioms: [propext, Classical.choice, Quot.sound]
```
